# For polynomial orbitals on a line, a Slater determinant of $N$ merging fermions of equal spin vanishes at least to order $N(N-1)/2$

Three fermions of equal spin sit on a line, and I shrink the distances between them by a common factor $e$ until all three meet at one point. Their wavefunction is a Slater determinant, so it must go to zero, but I get two answers for how fast. Antisymmetry suggests one factor of $e$ for each pair, hence $e^3$. If I subtract the first row of the determinant from the other two, however, each difference gives only one factor of $e$, hence $e^2$. Which count is right, and can the choice of orbitals change it?

## Pair counting gives the minimum, and the orbitals can only raise it

For polynomial orbitals the pair count is right as the lowest possible order. Your row subtraction is valid but stops too early. After you divide the two differences by $e$, both rows become multiples of the same row of first derivatives at $e=0$, so the remaining determinant still contains a factor of $e$.

For general $N$, number particles and orbitals from $0$ to $N-1$. Put particle $i$ at $a+eu_i$, where $a$ is the meeting point and $u_i$ fixes the relative positions. Expand orbital $p_j$ about $a$:

$$p_j(a+eu_i)=\sum_k c_{jk}\,e^k u_i^k .$$

Over the real or complex numbers, $c_{jk}=p_j^{(k)}(a)/k!$. The determinant is linear in each column, so it becomes a sum over all ways $f$ of assigning a power $f(j)$ to each orbital $j$:

$$\det\big(p_j(a+eu_i)\big)=\sum_f e^{\sum_j f(j)}\Big(\prod_j c_{j f(j)}\Big)\det\big(u_i^{f(j)}\big).$$

If two orbitals receive the same power, two columns of the last determinant are equal and the term is zero. The surviving powers are distinct, so their sum is at least

$$0+1+\dots+(N-1)=\frac{N(N-1)}2 .$$

This proves the divisibility.

To find the coefficient at this order, suppose that some power is $N$ or more. The other $N-1$ powers add up to at least $(N-1)(N-2)/2$, so the total is at least

$$\frac{(N-1)(N-2)}2+N=\frac{N(N-1)}2+1 .$$

Such terms come too late to contribute, and only powers below $N$ matter. With these alone, the matrix is a product of three factors with entries $u_i^k$, $e^k\delta_{kl}$ and $c_{jl}$ (row $l$, column $j$). Taking determinants gives the coefficient

$$\prod_{i<j}(u_j-u_i)\;\det(c_{jk})_{0\le j,k<N}.$$

If the $u_i$ are distinct, the order therefore exceeds the minimum exactly when the Taylor determinant $\det(c_{jk})$ is zero. For example, the orbitals $1$ and $x^2$ at $a=0$ give $e^2(u_1^2-u_0^2)$ instead of a linear zero.

## What the Lean theorems say

`mergedSlater p a u` is the determinant above, as a polynomial in $e$. The letter `X` has two roles: in an orbital `p j` it is the position, and in `mergedSlater` it is the merging parameter $e$. `taylorCoeff (p j) a k` is $c_{jk}$, read off from the shifted polynomial without dividing by factorials, and `taylorDet` is the determinant of these coefficients.

There are three main statements:

- `pow_dvd_mergedSlater` gives divisibility by $e^{N(N-1)/2}$ over any commutative ring `R`, with no condition on the orbitals or the $u_i$.
- `coeff_mergedSlater` gives the coefficient at that order, again over any commutative ring.
- `higher_order_iff` gives the criterion for a higher order. It assumes distinct $u_i$ and a domain, meaning that a product of nonzero elements is nonzero, as for real or complex numbers. "Higher order" includes a determinant that is identically zero.

The determinant carries no prefactor. With the usual $1/\sqrt{N!}$, the coefficient is divided by $\sqrt{N!}$ and the order stays the same.

The step left to the physicist is the passage from polynomials to actual orbitals. For harmonic-oscillator orbitals it is short, because the common Gaussian factors out of the determinant and has no zeros. General smooth orbitals would need a Taylor expansion with a remainder.

Take variational Monte Carlo for $N$ fermions of equal spin in one dimension, with a single determinant of harmonic-oscillator orbitals as $\Psi$. Together with this factorisation, the result says that the sampled density $|\Psi|^2$ is at most a constant times $e^{N(N-1)}$ as $e\to0$ along such a straight approach.

```lean
import Mathlib

open Polynomial Matrix

namespace FermionCoalescence

noncomputable section

variable {R : Type*} [CommRing R] {N : ℕ}

/-- The Slater determinant of the orbitals `p j` with particle `i` at `a + e * u i`,
as a polynomial in the merging parameter `e` (the variable `X`). -/
def mergedSlater (p : Fin N → R[X]) (a : R) (u : Fin N → R) : R[X] :=
  (Matrix.of fun i j => (p j).comp (C a + X * C (u i))).det

/-- The coefficient of order `k` in the Taylor expansion of the orbital `p` about `a`. -/
def taylorCoeff (p : R[X]) (a : R) (k : ℕ) : R := (p.comp (X + C a)).coeff k

/-- The determinant of the Taylor coefficients of orders `0, ..., N - 1` of the `N` orbitals
about `a`. -/
def taylorDet (p : Fin N → R[X]) (a : R) : R :=
  (Matrix.of fun k j : Fin N => taylorCoeff (p j) a k).det

/-- If all orbitals have degree below `D`, the Slater determinant equals the determinant of the
orbitals' Taylor expansions about the merging point, with only the orders below `D` kept. -/
theorem mergedSlater_eq_taylor (p : Fin N → R[X]) (a : R) (u : Fin N → R) {D : ℕ}
    (h : ∀ j, (p j).natDegree < D) :
    mergedSlater p a u = (Matrix.of fun i j : Fin N =>
      ∑ k ∈ Finset.range D, C (taylorCoeff (p j) a k) * (X * C (u i)) ^ k).det := by
  unfold mergedSlater
  congr 1
  refine Matrix.ext fun i j => ?_
  have hd : ((p j).comp (X + C a)).natDegree < D := by
    have h1 : (X + C a : R[X]).natDegree ≤ 1 := by compute_degree
    have h2 : ((p j).comp (X + C a)).natDegree ≤ (p j).natDegree * (X + C a).natDegree :=
      natDegree_comp_le
    have h3 := h j
    nlinarith
  have hc : (p j).comp (C a + X * C (u i)) = ((p j).comp (X + C a)).comp (X * C (u i)) := by
    rw [comp_assoc, add_comp, X_comp, C_comp, add_comm]
  simp only [Matrix.of_apply]
  rw [hc]
  exact eval₂_eq_sum_range' C hd _

/-- The sum of a finite set of natural numbers is at least the sum of equally many natural numbers
counted up from `0`. -/
theorem sum_range_card_le (s : Finset ℕ) :
    ∑ k ∈ Finset.range s.card, k ≤ ∑ k ∈ s, k := by
  refine Finset.induction_on_max s (by simp) ?_
  intro m t hm ih
  have hmt : m ∉ t := fun h => lt_irrefl _ (hm m h)
  have hcard : t.card ≤ m := by
    have := Finset.card_le_card (fun x hx => Finset.mem_range.2 (hm x hx) : t ⊆ Finset.range m)
    simpa using this
  rw [Finset.card_insert_of_notMem hmt, Finset.sum_range_succ, Finset.sum_insert hmt]
  omega

/-- If the `N` powers `f j` are distinct, they add up to at least `N(N-1)/2`, and to more than that
if one of them is `N` or higher. -/
theorem sum_levels {f : Fin N → ℕ} (hf : Function.Injective f) :
    N * (N - 1) / 2 ≤ ∑ j, f j ∧ ∀ j, N ≤ f j → N * (N - 1) / 2 < ∑ j, f j := by
  constructor
  · have h := sum_range_card_le (Finset.univ.image f)
    rwa [Finset.card_image_of_injective _ hf, Finset.card_univ, Fintype.card_fin,
      Finset.sum_range_id, Finset.sum_image hf.injOn] at h
  · intro j hj
    -- remove the high level and bound the remaining ones
    have h := sum_range_card_le ((Finset.univ.erase j).image f)
    rw [Finset.card_image_of_injective _ hf, Finset.card_erase_of_mem (Finset.mem_univ j),
      Finset.card_univ, Fintype.card_fin, Finset.sum_image hf.injOn] at h
    have hs := Finset.add_sum_erase Finset.univ f (Finset.mem_univ j)
    have hN : N = (N - 1) + 1 := by have := j.isLt; omega
    have hr : ∑ k ∈ Finset.range N, k = ∑ k ∈ Finset.range (N - 1), k + (N - 1) := by
      conv_lhs => rw [hN]
      rw [Finset.sum_range_succ]
    rw [← Finset.sum_range_id]
    omega

/-- A determinant of truncated power series is a sum over all assignments `f` of a power
to each orbital, each weighted by the merging parameter to the total power. -/
theorem det_expand (c : Fin N → ℕ → R) (u : Fin N → R) (D : ℕ) :
    (Matrix.of fun i j : Fin N =>
      ∑ k ∈ Finset.range D, C (c j k) * (X * C (u i)) ^ k).det =
    ∑ f ∈ Fintype.piFinset (fun _ : Fin N => Finset.range D),
      C ((∏ j, c j (f j)) * (Matrix.of fun i j : Fin N => u i ^ f j).det) *
        X ^ (∑ j, f j) := by
  rw [Matrix.det_apply']
  simp only [Matrix.of_apply, Finset.prod_univ_sum, Finset.mul_sum]
  rw [Finset.sum_comm]
  refine Finset.sum_congr rfl fun f _ => ?_
  rw [Matrix.det_apply']
  simp only [Matrix.of_apply, map_mul, map_sum, map_prod, map_intCast, map_pow,
    Finset.mul_sum, Finset.sum_mul]
  refine Finset.sum_congr rfl fun σ _ => ?_
  simp only [mul_pow, Finset.prod_mul_distrib, Finset.prod_pow_eq_pow_sum]
  ring

/-- Two orbitals assigned the same power give a vanishing determinant. -/
theorem det_pow_eq_zero (u : Fin N → R) {f : Fin N → ℕ} (hf : ¬ Function.Injective f) :
    (Matrix.of fun i j : Fin N => u i ^ f j).det = 0 := by
  simp only [Function.Injective, not_forall] at hf
  obtain ⟨j, k, hjk, hne⟩ := hf
  exact Matrix.det_zero_of_column_eq hne fun i => by simp [hjk]

/-- With only the powers `0, ..., N - 1` present, the determinant is a single power of the
merging parameter times a Vandermonde determinant and the determinant of coefficients. -/
theorem det_lowest (c : Fin N → ℕ → R) (u : Fin N → R) :
    (Matrix.of fun i j : Fin N =>
      ∑ k ∈ Finset.range N, C (c j k) * (X * C (u i)) ^ k).det =
    C ((vandermonde u).det * (Matrix.of fun k j : Fin N => c j k).det) *
      X ^ (N * (N - 1) / 2) := by
  have hM : (Matrix.of fun i j : Fin N =>
      ∑ k ∈ Finset.range N, C (c j k) * (X * C (u i)) ^ k) =
      (C : R →+* R[X]).mapMatrix (vandermonde u) *
        Matrix.diagonal (fun k : Fin N => (X : R[X]) ^ (k : ℕ)) *
        (C : R →+* R[X]).mapMatrix (Matrix.of fun k j : Fin N => c j k) := by
    refine Matrix.ext fun i j => ?_
    rw [Matrix.mul_apply]
    simp only [Matrix.of_apply, Finset.sum_range, Matrix.mul_diagonal,
      RingHom.mapMatrix_apply, Matrix.map_apply, Matrix.vandermonde_apply, map_pow]
    refine Finset.sum_congr rfl fun k _ => ?_
    ring
  have hs : ∑ k : Fin N, (k : ℕ) = N * (N - 1) / 2 := by
    rw [← Finset.sum_range_id, Finset.sum_range]
  rw [hM, Matrix.det_mul, Matrix.det_mul, ← RingHom.map_det, ← RingHom.map_det,
    Matrix.det_diagonal, Finset.prod_pow_eq_pow_sum, hs, map_mul]
  ring

/-- When `N` fermions in polynomial orbitals merge at a point of the line, their Slater
determinant is divisible by the merging parameter to the power `N(N-1)/2`. -/
theorem pow_dvd_mergedSlater (p : Fin N → R[X]) (a : R) (u : Fin N → R) :
    X ^ (N * (N - 1) / 2) ∣ mergedSlater p a u := by
  have hD : ∀ j, (p j).natDegree < Finset.univ.sup (fun j => (p j).natDegree) + 1 := fun j =>
    Nat.lt_succ_of_le (Finset.le_sup (f := fun j => (p j).natDegree) (Finset.mem_univ j))
  rw [mergedSlater_eq_taylor p a u hD, det_expand]
  refine Finset.dvd_sum fun f _ => ?_
  by_cases hf : Function.Injective f
  · exact dvd_mul_of_dvd_right (pow_dvd_pow X (sum_levels hf).1) _
  · rw [det_pow_eq_zero u hf, mul_zero, map_zero, zero_mul]
    exact dvd_zero _

/-- The coefficient of order `N(N-1)/2` is the product of the differences `u j - u i` over all pairs
`i < j`, times the determinant of Taylor coefficients of the orbitals at the merging point. -/
theorem coeff_mergedSlater (p : Fin N → R[X]) (a : R) (u : Fin N → R) :
    (mergedSlater p a u).coeff (N * (N - 1) / 2) =
      (∏ i, ∏ j ∈ Finset.Ioi i, (u j - u i)) * taylorDet p a := by
  have hD : ∀ j, (p j).natDegree < N + Finset.univ.sup (fun j => (p j).natDegree) + 1 := by
    intro j
    have := Finset.le_sup (f := fun j => (p j).natDegree) (Finset.mem_univ j)

    omega
  have low := congrArg (fun q : R[X] => q.coeff (N * (N - 1) / 2))
    (det_lowest (fun j => taylorCoeff (p j) a) u)
  simp only [coeff_C_mul, coeff_X_pow, if_true, mul_one] at low
  rw [← Matrix.det_vandermonde, taylorDet, ← low, mergedSlater_eq_taylor p a u hD,
    det_expand, det_expand, finsetSum_coeff, finsetSum_coeff]
  symm
  -- assignments using a power of `N` or more do not reach the leading order
  refine Finset.sum_subset (Fintype.piFinset_subset _ _ fun _ x hx => ?_) fun f _ hf => ?_
  · have := Finset.mem_range.1 hx
    exact Finset.mem_range.2 (by omega)
  · by_cases hi : Function.Injective f
    · have hex : ∃ j, N ≤ f j := by
        by_contra hcon
        exact hf (Fintype.mem_piFinset.2 fun j =>
          Finset.mem_range.2 (not_le.1 fun h => hcon ⟨j, h⟩))
      obtain ⟨j, hj⟩ := hex
      rw [coeff_C_mul, coeff_X_pow, if_neg ((sum_levels hi).2 j hj).ne, mul_zero]
    · rw [det_pow_eq_zero u hi, mul_zero, map_zero, zero_mul, coeff_zero]

/-- Over a domain and for distinct `u i`, the Slater determinant vanishes to higher order than
`N(N-1)/2` exactly when the determinant of Taylor coefficients at the merging point is zero. -/
theorem higher_order_iff [IsDomain R] (p : Fin N → R[X]) (a : R) {u : Fin N → R}
    (hu : Function.Injective u) :
    X ^ (N * (N - 1) / 2 + 1) ∣ mergedSlater p a u ↔ taylorDet p a = 0 := by
  have hc := coeff_mergedSlater p a u
  rw [← Matrix.det_vandermonde] at hc
  rw [X_pow_dvd_iff]
  constructor
  · intro h
    rw [h _ (Nat.lt_succ_self _)] at hc
    exact (mul_eq_zero.1 hc.symm).resolve_left (Matrix.det_vandermonde_ne_zero_iff.2 hu)
  · intro h d hd
    rcases Nat.lt_succ_iff_lt_or_eq.1 hd with hlt | heq
    · exact X_pow_dvd_iff.1 (pow_dvd_mergedSlater p a u) d hlt
    · rw [heq, hc, h, mul_zero]


end

end FermionCoalescence
```
```lean
#print axioms FermionCoalescence.pow_dvd_mergedSlater
#print axioms FermionCoalescence.higher_order_iff
```

```
'FermionCoalescence.pow_dvd_mergedSlater' depends on axioms: [propext, Classical.choice, Quot.sound]
'FermionCoalescence.higher_order_iff' depends on axioms: [propext, Classical.choice, Quot.sound]
```

## From the expansion to the leading coefficient in Lean

`mergedSlater_eq_taylor` carries out the Taylor expansion. It writes $p_j(a+eu_i)$ as the shifted polynomial $p_j(x+a)$ evaluated at $x=eu_i$, and cuts the sum at any `D` above all the degrees.

`det_expand` is the sum over assignments $f$. It starts from the permutation formula for the determinant, uses `Finset.prod_univ_sum` to multiply out the product of sums, and exchanges the two summations. `det_pow_eq_zero` removes the assignments with a repeated power.

The counting is in two lemmas. `sum_range_card_le` bounds the sum of a finite set of natural numbers by induction, adding a new largest element each time: an element above $m$ others is at least $m$. `sum_levels` applies this to the assigned powers. For the strict inequality it takes out the power that is $N$ or more and bounds the rest, as above. Divisibility then follows term by term in `pow_dvd_mergedSlater`.

`det_lowest` is the factorisation into three matrices. To use it, `coeff_mergedSlater` expands two determinants, one with all powers up to a large cutoff and one with only the powers below $N$. `Finset.sum_subset` reduces their comparison to the extra assignments, each of which either repeats a power or has too large a total.

Finally, `higher_order_iff` uses the fact that $e^n$ divides a polynomial exactly when all coefficients below order $n$ are zero. The earlier coefficients vanish by the divisibility theorem, so only the one at order $N(N-1)/2$ is left to decide. Its Vandermonde factor is nonzero for distinct $u_i$, which leaves the Taylor determinant.
